# Monic minimum-phase polynomials with equal moduli on the real axis are equal

A monic response denominator with no zeros in the open upper half plane is determined, among all such polynomials, by its modulus at real frequencies. Its phase is therefore determined too.

The physical problem is phase retrieval: an intensity measurement gives the modulus of an optical response and loses the phase. With time dependence $e^{-i\omega t}$, causality keeps the poles of a stable system's response out of the upper half plane. It says nothing about the zeros of the response, so their position is a separate, minimum-phase assumption.

```lean
import Mathlib

open Polynomial ComplexConjugate

namespace MinimumPhase

noncomputable section
```

Here a response is a ratio of polynomials in complex frequency $\omega$, written `X` in Lean. `NoUpperZeros` allows undamped real roots, which some definitions of minimum phase exclude.

```lean
/-- The polynomial has no zero in the open upper half of the complex frequency plane. -/
def NoUpperZeros (P : ℂ[X]) : Prop := ∀ z : ℂ, P.eval z = 0 → z.im ≤ 0
```

The reflection $P^*$ of $P$ has conjugated coefficients, so $P^*(z)=\overline{P(\bar z)}$.

```lean
/-- The reflected polynomial, whose coefficients are the complex conjugates of those of `P`. -/
def reflect (P : ℂ[X]) : ℂ[X] := P.map (starRingEnd ℂ)

/-- The rational response `N(ω) / D(ω)`, meaningful at frequencies where `D(ω) ≠ 0`. -/
def response (N D : ℂ[X]) (ω : ℂ) : ℂ := N.eval ω / D.eval ω
```

The Lorentz denominator has damping $\gamma$ and resonance frequency $\omega_0$. Its sign is opposite to the usual textbook one, which makes it monic.

```lean
/-- The denominator `ω² + iγω - ω₀²` of a damped Lorentz oscillator. -/
def lorentz (γ ω₀ : ℝ) : ℂ[X] :=
  X ^ 2 + C (Complex.I * (γ : ℂ)) * X - C ((ω₀ : ℂ) ^ 2)
```

## (a) The squared modulus as a polynomial value

Show that for real $x$
$$P(x)\,P^*(x)=|P(x)|^2 .$$

**Solution.** Let $P(\omega)=\sum_k a_k\omega^k$. Since $x$ is real, $P^*(x)=\sum_k\bar a_k x^k=\overline{P(x)}$. Multiply by $P(x)$. In Lean, `eval₂_at_apply` moves the conjugation through the evaluation.

```lean
/-- At real frequency, a polynomial times its reflection is its squared modulus. -/
theorem eval_mul_reflect (P : ℂ[X]) (x : ℝ) :
    (P * reflect P).eval (x : ℂ) = ((‖P.eval (x : ℂ)‖ ^ 2 : ℝ) : ℂ) := by
  have h : P.eval₂ (starRingEnd ℂ) (conj (x : ℂ)) = conj (P.eval (x : ℂ)) :=
    eval₂_at_apply (starRingEnd ℂ) (x : ℂ)
  rw [Complex.conj_ofReal] at h
  rw [eval_mul, reflect, eval_map, h, Complex.mul_conj, Complex.normSq_eq_norm_sq]
```

## (b) From the real axis to the complex plane

Let $|P(x)|=|Q(x)|$ for every real $x$. Show that, as polynomials,
$$PP^*=QQ^* .$$

**Solution.** By (a), the difference vanishes at every real $x$. A nonzero polynomial has finitely many roots, so the difference is zero. This is `eq_of_infinite_eval_eq`.

```lean
/-- Two polynomials with equal moduli at all real frequencies have the same product with
their reflections, as polynomials in complex frequency. -/
theorem mul_reflect_eq {P Q : ℂ[X]}
    (h : ∀ x : ℝ, ‖P.eval (x : ℂ)‖ = ‖Q.eval (x : ℂ)‖) :
    P * reflect P = Q * reflect Q := by
  apply eq_of_infinite_eval_eq
  -- the two sides agree on the whole real axis
  refine (Set.infinite_range_of_injective Complex.ofReal_injective).mono ?_
  rintro _ ⟨x, rfl⟩
  change (P * reflect P).eval (x : ℂ) = (Q * reflect Q).eval (x : ℂ)
  rw [eval_mul_reflect, eval_mul_reflect, h x]
```

## (c) Zeros of the reflection

Let $m_P(z)$ be the multiplicity of $z$ as a root of $P$, zero if it is not a root. Show that
$$m_{P^*}(z)=m_P(\bar z).$$

**Solution.** For $P\neq0$ write $P=(\omega-\bar z)^m S$ with $S(\bar z)\ne0$. Conjugating coefficients gives $P^*=(\omega-z)^m S^*$, with $S^*(z)=\overline{S(\bar z)}\neq0$. For $P=0$, Lean sets both multiplicities to zero. The Lean proof uses that an injective map of coefficients preserves multiplicity.

```lean
/-- Reflection mirrors each zero in the real axis and keeps its multiplicity. -/
theorem rootMultiplicity_reflect (P : ℂ[X]) (z : ℂ) :
    (reflect P).rootMultiplicity z = P.rootMultiplicity (conj z) := by
  have h := eq_rootMultiplicity_map (p := P) (f := starRingEnd ℂ)
    (starRingEnd ℂ).injective (conj z)
  rw [Complex.conj_conj] at h
  exact h.symm
```

## (d) Equal roots

Let $P,Q$ be nonzero, without zeros in the open upper half plane, and with equal moduli on the real axis. Show that for every $z$
$$m_P(z)=m_Q(z).$$

**Solution.** Multiplicities add in products, so (b) and (c) give
$$m_P(z)+m_P(\bar z)=m_Q(z)+m_Q(\bar z).$$

- If $\operatorname{Im}z<0$, then $\bar z$ lies above the axis and its terms vanish.
- If $\operatorname{Im}z=0$, the equation reads $2m_P(z)=2m_Q(z)$.
- If $\operatorname{Im}z>0$, both multiplicities are zero.

Lean makes the same split with `lt_trichotomy`, and `omega` does the integer arithmetic. `P.roots` is the multiset of roots, repeated by multiplicity.

```lean
/-- Two nonzero polynomials without zeros in the open upper half plane and with equal moduli
at all real frequencies have the same roots, counted with multiplicity. -/
theorem roots_eq {P Q : ℂ[X]} (hP : P ≠ 0) (hQ : Q ≠ 0)
    (lP : NoUpperZeros P) (lQ : NoUpperZeros Q)
    (h : ∀ x : ℝ, ‖P.eval (x : ℂ)‖ = ‖Q.eval (x : ℂ)‖) : P.roots = Q.roots := by
  have upper : ∀ R : ℂ[X], NoUpperZeros R → ∀ w : ℂ, 0 < w.im →
      R.rootMultiplicity w = 0 := fun R hR w hw =>
    rootMultiplicity_eq_zero (fun hr => not_lt_of_ge (hR w hr) hw)
  have rP : reflect P ≠ 0 := Polynomial.map_ne_zero hP
  have rQ : reflect Q ≠ 0 := Polynomial.map_ne_zero hQ
  ext z
  rw [count_roots, count_roots]
  have hm := congrArg (rootMultiplicity z) (mul_reflect_eq h)
  rw [rootMultiplicity_mul (mul_ne_zero hP rP), rootMultiplicity_mul (mul_ne_zero hQ rQ),
    rootMultiplicity_reflect, rootMultiplicity_reflect] at hm
  rcases lt_trichotomy z.im 0 with hz | hz | hz
  · -- below the axis the mirrored factor does not contribute
    have hc : 0 < (conj z).im := by
      rw [Complex.conj_im]
      linarith
    rw [upper P lP _ hc, upper Q lQ _ hc] at hm
    omega
  · -- on the axis every zero is counted twice
    rw [Complex.conj_eq_iff_im.mpr hz] at hm
    omega
  · rw [upper P lP z hz, upper Q lQ z hz]
```

## (e) The remaining constant

Under the same hypotheses, find $c$ with
$$P=cQ,\qquad |c|=1 .$$

**Solution.** Let $p,q$ be the leading coefficients. Those of $PP^*$ and $QQ^*$ are $|p|^2$ and $|q|^2$, so $|p|=|q|$. With common roots $r_j$, $P=p\prod_j(\omega-r_j)$ and $Q=q\prod_j(\omega-r_j)$. Take $c=p/q$.

```lean
/-- Two nonzero polynomials without zeros in the open upper half plane and with equal moduli
at all real frequencies differ only by a constant phase factor. -/
theorem unique_up_to_phase {P Q : ℂ[X]} (hP : P ≠ 0) (hQ : Q ≠ 0)
    (lP : NoUpperZeros P) (lQ : NoUpperZeros Q)
    (h : ∀ x : ℝ, ‖P.eval (x : ℂ)‖ = ‖Q.eval (x : ℂ)‖) :
    ∃ c : ℂ, ‖c‖ = 1 ∧ P = C c * Q := by
  have hl : Q.leadingCoeff ≠ 0 := leadingCoeff_ne_zero.mpr hQ
  refine ⟨P.leadingCoeff / Q.leadingCoeff, ?_, ?_⟩
  · -- compare the leading coefficients of the squared moduli
    have h1 := congrArg leadingCoeff (mul_reflect_eq h)
    simp only [leadingCoeff_mul, reflect, leadingCoeff_map, Complex.mul_conj,
      Complex.normSq_eq_norm_sq] at h1
    have h2 : ‖P.leadingCoeff‖ ^ 2 = ‖Q.leadingCoeff‖ ^ 2 := by exact_mod_cast h1
    have h3 := (sq_eq_sq₀ (norm_nonneg _) (norm_nonneg _)).mp h2
    rw [norm_div, h3, div_self (norm_ne_zero_iff.mpr hl)]
  · -- factorise both polynomials over their common roots
    have eP := (IsAlgClosed.splits P).eq_prod_roots
    have eQ := (IsAlgClosed.splits Q).eq_prod_roots
    rw [roots_eq hP hQ lP lQ h] at eP
    calc P = C P.leadingCoeff * (Q.roots.map (fun a => X - C a)).prod := eP
      _ = C (P.leadingCoeff / Q.leadingCoeff) *
          (C Q.leadingCoeff * (Q.roots.map (fun a => X - C a)).prod) := by
        rw [← mul_assoc, ← C_mul, div_mul_cancel₀ _ hl]
      _ = C (P.leadingCoeff / Q.leadingCoeff) * Q := by rw [← eQ]
```

## (f) Monic polynomials

Let $P$ and $Q$ also be monic. Show that
$$P=Q .$$

**Solution.** Comparing leading coefficients in $P=cQ$ gives $1=c$.

```lean
/-- Minimum-phase uniqueness: two monic polynomials without zeros in the open upper half plane
and with equal moduli at all real frequencies are equal. -/
theorem minimum_phase_unique {P Q : ℂ[X]} (hP : P.Monic) (hQ : Q.Monic)
    (lP : NoUpperZeros P) (lQ : NoUpperZeros Q)
    (h : ∀ x : ℝ, ‖P.eval (x : ℂ)‖ = ‖Q.eval (x : ℂ)‖) : P = Q := by
  obtain ⟨c, -, hc⟩ := unique_up_to_phase hP.ne_zero hQ.ne_zero lP lQ h
  have h1 := congrArg leadingCoeff hc
  rw [leadingCoeff_mul, leadingCoeff_C, hP.leadingCoeff, hQ.leadingCoeff, mul_one] at h1
  rw [hc, ← h1, C_1, one_mul]
```

## (g) Rational responses

Let $N_1,D_1,N_2,D_2$ be monic, the $N_j$ without zeros above the axis and the $D_j$ with all roots strictly below it. If $|N_1/D_1|=|N_2/D_2|$ at all real frequencies, show that for real $x$
$$\frac{N_1(x)}{D_1(x)}=\frac{N_2(x)}{D_2(x)} .$$

**Solution.** The denominators do not vanish at real $x$, so $|N_1D_2|=|N_2D_1|$ there. Both products are monic without zeros above the axis. By (f), $N_1D_2=N_2D_1$; divide by $D_1(x)D_2(x)$.

Monicity means that the overall constant, such as an oscillator strength with its sign, is fixed beforehand. The result covers only responses that are rational in $\omega$. Reflection from the surface of a Lorentz medium is in general not covered: its amplitude contains the square root of the dielectric function, so it is not rational even though the dielectric function is.

```lean
/-- For rational responses with monic numerator and denominator, no zeros in the open upper half
plane and all roots of the denominator in the open lower half plane, the modulus at all real
frequencies determines the complex response there. -/
theorem response_unique {N₁ D₁ N₂ D₂ : ℂ[X]}
    (hN₁ : N₁.Monic) (hD₁ : D₁.Monic) (hN₂ : N₂.Monic) (hD₂ : D₂.Monic)
    (lN₁ : NoUpperZeros N₁) (lN₂ : NoUpperZeros N₂)
    (lD₁ : ∀ z : ℂ, D₁.eval z = 0 → z.im < 0) (lD₂ : ∀ z : ℂ, D₂.eval z = 0 → z.im < 0)
    (h : ∀ x : ℝ, ‖response N₁ D₁ x‖ = ‖response N₂ D₂ x‖) (x : ℝ) :
    response N₁ D₁ x = response N₂ D₂ x := by
  have nz : ∀ D : ℂ[X], (∀ z : ℂ, D.eval z = 0 → z.im < 0) →
      ∀ y : ℝ, D.eval (y : ℂ) ≠ 0 := fun D hD y h0 => by
    have h1 := hD _ h0
    rw [Complex.ofReal_im] at h1
    exact lt_irrefl _ h1
  have low : ∀ N D : ℂ[X], NoUpperZeros N → (∀ z : ℂ, D.eval z = 0 → z.im < 0) →
      NoUpperZeros (N * D) := fun N D hN hD z hz => by
    rw [eval_mul] at hz
    rcases mul_eq_zero.mp hz with h0 | h0
    · exact hN z h0
    · exact (hD z h0).le
  -- clear denominators and use uniqueness for polynomials
  have key : N₁ * D₂ = N₂ * D₁ := by
    refine minimum_phase_unique (hN₁.mul hD₂) (hN₂.mul hD₁)
      (low _ _ lN₁ lD₂) (low _ _ lN₂ lD₁) (fun y => ?_)
    have hy := h y
    simp only [response, norm_div] at hy
    rw [div_eq_div_iff (norm_ne_zero_iff.mpr (nz D₁ lD₁ y))
      (norm_ne_zero_iff.mpr (nz D₂ lD₂ y))] at hy
    simpa only [eval_mul, norm_mul] using hy
  unfold response
  rw [div_eq_div_iff (nz D₁ lD₁ x) (nz D₂ lD₂ x), ← eval_mul, ← eval_mul, key]
```

## (h) Mirroring one root

Let $R\neq0$ and $\operatorname{Im}a\neq0$. Show that $(\omega-a)R\neq(\omega-\bar a)R$, although for real $x$
$$|(x-a)R(x)|=|(x-\bar a)R(x)| .$$

**Solution.** Cancelling $R$ from an equality would give $a=\bar a$. For real $x$, $x-\bar a=\overline{x-a}$, so the moduli agree.

For example, $\omega+i$ and $\omega-i$ both have modulus $\sqrt{x^2+1}$. Only the second has a root above the axis, so (f) fails if the root condition is imposed on just one polynomial.

```lean
/-- Mirroring one non-real root of a nonzero polynomial in the real axis changes the polynomial
but not its modulus at any real frequency. -/
theorem mirrored_root_same_modulus (R : ℂ[X]) (hR : R ≠ 0) (a : ℂ) (ha : a.im ≠ 0) :
    (X - C a) * R ≠ (X - C (conj a)) * R ∧
    ∀ x : ℝ, ‖((X - C a) * R).eval (x : ℂ)‖ = ‖((X - C (conj a)) * R).eval (x : ℂ)‖ := by
  constructor
  · intro h
    have h1 := C_injective (sub_right_injective (mul_right_cancel₀ hR h))
    exact ha (Complex.conj_eq_iff_im.mp h1.symm)
  · intro x
    have h1 : (x : ℂ) - conj a = conj ((x : ℂ) - a) := by
      rw [map_sub, Complex.conj_ofReal]
    simp only [eval_mul, eval_sub, eval_X, eval_C, norm_mul]
    rw [h1, RCLike.norm_conj]
```

## (i) The damped oscillator

Let $\gamma>0$ and $\omega_0\neq0$. Show that $\omega^2+i\gamma\omega-\omega_0^2$ is monic and that each root $z$ satisfies
$$\operatorname{Im}z<0 .$$

**Solution.** The leading coefficient is 1. For a root $z=u+iv$,
$$u^2-v^2-\gamma v-\omega_0^2=0,\qquad u(2v+\gamma)=0 .$$
If $v\ge0$, the second equation forces $u=0$. The first becomes $-v^2-\gamma v-\omega_0^2=0$, whose left side is negative: a contradiction, which `nlinarith` finds in Lean.

```lean
/-- With positive damping and nonzero resonance frequency, the Lorentz denominator is monic and
all its roots lie in the open lower half plane. -/
theorem lorentz_witness (γ ω₀ : ℝ) (hγ : 0 < γ) (hω : ω₀ ≠ 0) :
    (lorentz γ ω₀).Monic ∧ ∀ z : ℂ, (lorentz γ ω₀).eval z = 0 → z.im < 0 := by
  constructor
  · unfold lorentz
    monicity!
  · intro z hz
    simp only [lorentz, eval_sub, eval_add, eval_mul, eval_pow, eval_X, eval_C] at hz
    have hre := congrArg Complex.re hz
    have him := congrArg Complex.im hz
    simp only [pow_two, Complex.add_re, Complex.sub_re, Complex.mul_re, Complex.add_im,
      Complex.sub_im, Complex.mul_im, Complex.ofReal_re, Complex.ofReal_im, Complex.I_re,
      Complex.I_im, Complex.zero_re, Complex.zero_im] at hre him
    by_contra hb
    have hb' : 0 ≤ z.im := not_lt.mp hb
    -- a root on or above the axis would have to be purely imaginary
    have h1 : z.re * (2 * z.im + γ) = 0 := by linear_combination him
    have h2 : z.re = 0 := (mul_eq_zero.mp h1).resolve_right (by positivity)
    rw [h2] at hre
    have h3 : 0 < ω₀ ^ 2 := by positivity
    nlinarith [mul_nonneg hγ.le hb', sq_nonneg z.im]

end

end MinimumPhase
```

```lean
#print axioms MinimumPhase.minimum_phase_unique
#print axioms MinimumPhase.response_unique
#print axioms MinimumPhase.mirrored_root_same_modulus
```

```
'MinimumPhase.minimum_phase_unique' depends on axioms: [propext, Classical.choice, Quot.sound]
'MinimumPhase.response_unique' depends on axioms: [propext, Classical.choice, Quot.sound]
'MinimumPhase.mirrored_root_same_modulus' depends on axioms: [propext, Classical.choice, Quot.sound]
```
